# At nonzero momentum, the momentum amplitude of a spherical orbital is a radial sine transform

For a spherical orbital with real radial function φ(r), the momentum amplitude is defined here as the Fourier integral with prefactor (2π)^(-3/2), written in spherical coordinates as an integral over r and over the cosine of the polar angle. The lemma `momentumAmplitude_eq_sine` states that for real p ≠ 0 this amplitude equals (2π)^(-3/2) · (4π/p) ∫₀^∞ r φ(r) sin(pr) dr. The function φ is arbitrary: it need not be normalised, and no integrability is assumed, since Lean gives a non-integrable function the integral zero. The proof tries to write both sides as integrals over r > 0 and to compare the integrands, with `planeWave_integral` supplying the angular integral 2 sin(pr)/(pr).

As first written in Lean, the proof fails:

```lean
import Mathlib

open MeasureTheory Set Filter Topology
open scoped Real

namespace HydrogenicMomentumDensity

noncomputable section

/-- The unitary three-dimensional Fourier integral of a spherical orbital, in spherical
coordinates about the momentum; `c` is the cosine of the polar angle. -/
def momentumAmplitude (φ : ℝ → ℝ) (p : ℝ) : ℂ :=
  (((√((2 * π) ^ 3))⁻¹ : ℝ) : ℂ) * ∫ r in Ioi (0 : ℝ), ((2 * π * r ^ 2 * φ r : ℝ) : ℂ) *
    ∫ c in (-1 : ℝ)..1, Complex.exp (-(Complex.I * ((p * r : ℝ) : ℂ)) * (c : ℂ))

/-- The integral of a plane wave over the cosine of the polar angle is `2 sin k / k`. -/
theorem planeWave_integral {k : ℝ} (hk : k ≠ 0) :
    ∫ c in (-1 : ℝ)..1, Complex.exp (-(Complex.I * (k : ℂ)) * (c : ℂ))
      = ((2 * Real.sin k / k : ℝ) : ℂ) := by
  have hk' : (k : ℂ) ≠ 0 := Complex.ofReal_ne_zero.mpr hk
  have hc : -(Complex.I * (k : ℂ)) ≠ 0 := neg_ne_zero.mpr (mul_ne_zero Complex.I_ne_zero hk')
  have e1 : -(Complex.I * (k : ℂ)) * ((1 : ℝ) : ℂ) = (-(k : ℂ)) * Complex.I := by
    push_cast; ring
  have e2 : -(Complex.I * (k : ℂ)) * ((-1 : ℝ) : ℂ) = (k : ℂ) * Complex.I := by
    push_cast; ring
  rw [integral_exp_mul_complex hc, e1, e2, Complex.exp_mul_I, Complex.exp_mul_I,
    Complex.cos_neg, Complex.sin_neg]
  push_cast
  rw [div_eq_div_iff hc hk']
  ring

/-- At nonzero momentum the amplitude of a spherical orbital is a radial sine transform. -/
theorem momentumAmplitude_eq_sine (φ : ℝ → ℝ) {p : ℝ} (hp : p ≠ 0) :
    momentumAmplitude φ p = (((√((2 * π) ^ 3))⁻¹ *
      (4 * π / p * ∫ r in Ioi (0 : ℝ), r * φ r * Real.sin (p * r)) : ℝ) : ℂ) := by
  unfold momentumAmplitude
  rw [Complex.ofReal_mul, ← integral_const_mul, ← integral_complex_ofReal]
  congr 1
  refine setIntegral_congr_fun measurableSet_Ioi (fun r hr => ?_)
  have hr0 : r ≠ 0 := ne_of_gt hr
  beta_reduce
  rw [planeWave_integral (mul_ne_zero hp hr0), ← Complex.ofReal_mul]
  congr 1
  field_simp <;> ring

end

end HydrogenicMomentumDensity
```

Lean reports:

```
Main.lean:37:48: error: Tactic `rewrite` failed: Did not find an occurrence of the pattern
  ↑(∫ (x : ?m.81), ?m.84 x ∂?m.83)
in the target expression
  ∫ (a : ℝ) in Ioi 0,
      ↑(√((2 * π) ^ 3))⁻¹ * (↑(2 * π * a ^ 2 * φ a) * ∫ (c : ℝ) in -1..1, Complex.exp (-(Complex.I * ↑(p * a)) * ↑c)) =
    ↑(√((2 * π) ^ 3))⁻¹ * ↑(4 * π / p * ∫ (r : ℝ) in Ioi 0, r * φ r * Real.sin (p * r))

φ : ℝ → ℝ
p : ℝ
hp : p ≠ 0
⊢ ∫ (a : ℝ) in Ioi 0,
      ↑(√((2 * π) ^ 3))⁻¹ * (↑(2 * π * a ^ 2 * φ a) * ∫ (c : ℝ) in -1..1, Complex.exp (-(Complex.I * ↑(p * a)) * ↑c)) =
    ↑(√((2 * π) ^ 3))⁻¹ * ↑(4 * π / p * ∫ (r : ℝ) in Ioi 0, r * φ r * Real.sin (p * r))
```

Cause. The message says that `← integral_complex_ofReal` found no real integral standing directly under a cast to ℂ. The rewrite before it had acted on the wrong side. Given no arguments, `← integral_const_mul` takes the first product of a constant and an integral that it meets, and that was the left side, where it moved the prefactor `(√((2 * π) ^ 3))⁻¹` under the integral. On the right, `4 * π / p` stayed outside, so the cast there applied to a product and the pattern did not match.

The repair first splits the cast with `Complex.ofReal_mul` and lets `congr 1` remove the prefactor common to both sides. It then names the constant, `← integral_const_mul (4 * π / p)`, which fits only the right side. With that constant inside, the cast applies to an integral, and `← integral_complex_ofReal` can move it onto the integrand.

Dropping `beta_reduce` and putting `ring` on its own line are mere tidying.

Fix (accepted with no message):

```diff
@@ -35,12 +35,13 @@
       (4 * π / p * ∫ r in Ioi (0 : ℝ), r * φ r * Real.sin (p * r)) : ℝ) : ℂ) := by
   unfold momentumAmplitude
-  rw [Complex.ofReal_mul, ← integral_const_mul, ← integral_complex_ofReal]
+  rw [Complex.ofReal_mul]
   congr 1
+  rw [← integral_const_mul (4 * π / p), ← integral_complex_ofReal]
   refine setIntegral_congr_fun measurableSet_Ioi (fun r hr => ?_)
   have hr0 : r ≠ 0 := ne_of_gt hr
-  beta_reduce
   rw [planeWave_integral (mul_ne_zero hp hr0), ← Complex.ofReal_mul]
   congr 1
-  field_simp <;> ring
+  field_simp
+  ring
 
 end
```
